# Arithmetic averaging of positive wave numbers in the asymptotic vdW-DF kernel never increases the C6 sum

## Two distant fragments and their local wave numbers

Two molecules far apart attract each other by dispersion. In the van der Waals density functional (vdW-DF), this attraction comes from a double integral over the electron density. The kernel of the integral depends on the distance between two points and on a local wave number $q_0$ at each of them. The value of $q_0$ varies from place to place, since it follows the density and its gradient.

A kernel that needs only the arithmetic mean of the two wave numbers is simpler, because it can be tabulated in one variable instead of two. Does this simplification change the strength of the attraction, and in which direction?

Divide the first fragment into finitely many cells. Cell $i$ contains $n_i>0$ electrons and has wave number $q_i>0$. The cells of the second fragment have electron numbers $m_j>0$ and wave numbers $p_j>0$. Here $m$ is not a mass and $p$ is not a momentum. At a separation $R$ much larger than the fragments, all pairs of cells have nearly the same distance. If all the products $q_iR$ and $p_jR$ are large as well, the kernel can be replaced by its asymptotic form, and the model energy is

$$E(R)=-C\sum_{i,j} n_i m_j\,k(q_iR,p_jR),\qquad k(a,b)=\frac{1}{a^2b^2(a^2+b^2)} .$$

The constant $C>0$ collects the prefactor of the asymptotic kernel, and its sign expresses that the interaction is attractive. Since $k$ scales as the inverse sixth power of its arguments, $E(R)=-C\,S/R^6$ with

$$S=\sum_{i,j} n_i m_j\,k(q_i,p_j).$$

I call $S$ the C6 sum; the usual coefficient $C_6$ is $C\,S$. The averaged kernel puts the arithmetic mean in both slots, $\bar k(a,b)=k\left(\tfrac{a+b}{2},\tfrac{a+b}{2}\right)$, and $\bar S$ denotes the C6 sum formed with it.

## Pairwise averaging weakens the attraction

For positive electron numbers and wave numbers, $\bar S\le S$, with equality exactly when $q_i=p_j$ for all $i$ and $j$. If both fragments have cells, this means one common wave number throughout. Two fragments that are each uniform but have different wave numbers therefore already lose attraction. For two identical fragments, equality holds exactly when all $q_i$ are equal.

In Lean, the cells are the elements of two finite types `ι` and `κ`, and the electron numbers and wave numbers are real functions on them. The definitions correspond to the formulas as follows:

- `kernel` is $k$. It is a positive magnitude, whereas the vdW-DF kernel itself is negative at large distance.
- `meanKernel` is $\bar k$.
- `c6 K n q m p` is the C6 sum for an arbitrary pair kernel `K`.
- `energy` is $E(R)$, with $R$ kept inside the kernel arguments.
- `meanQ` is the mean wave number of a fragment, weighted by electron number.

The theorem `c6_mean_le` contains the inequality and its equality condition, and `c6_mean_le_self` is the case of identical fragments. The theorem `energy_lt_mean` says that the averaged energy is strictly higher as soon as one pair has $q_i\ne p_j$. This is underbinding relative to the two-argument kernel, not relative to experiment.

For simulation practice, the result gives the sign of the error that pairwise averaging makes in the asymptotic dispersion energy, with densities and wave numbers held fixed. The model replaces the double integral of the full functional by a finite sum with the asymptotic kernel and one common distance; the theorems say nothing about the error of that replacement.

## From one pair to the energy

Write $s=a+b$. The averaged kernel is

$$\bar k(a,b)=\frac{1}{(s/2)^4\cdot 2(s/2)^2}=\frac{32}{s^6}.$$

To compare it with $k$, set $u=a^2+b^2$ and $v=2ab$. Then $(a+b)^2=u+v$, $(a-b)^2=u-v$ and $32a^2b^2(a^2+b^2)=8uv^2$. Hence

$$(a+b)^6-32a^2b^2(a^2+b^2)=(u+v)^3-8uv^2=u^3+3u^2v-5uv^2+v^3=(u-v)(u^2+4uv-v^2).$$

Because $u^2-v^2=(a^2-b^2)^2$, the second factor is

$$F=(a^2-b^2)^2+8ab(a^2+b^2),$$

which is positive for $a,b>0$. Subtracting the two kernels gives

$$k(a,b)-\bar k(a,b)=\frac{(a-b)^2F}{a^2b^2(a^2+b^2)(a+b)^6}\ge 0,$$

with equality exactly when $a=b$.

Now sum over pairs:

$$S-\bar S=\sum_{i,j}n_im_j\left[k(q_i,p_j)-\bar k(q_i,p_j)\right].$$

Every term is nonnegative, so the sum is nonnegative. It vanishes only if every term vanishes, and since $n_im_j>0$ this requires $q_i=p_j$ for every pair. Conversely, if all these equalities hold, every term is zero.

For the energy, apply the same result to the positive numbers $q_iR$ and $p_jR$. If $q_i\neq p_j$ for some pair, then $q_iR\ne p_jR$, so the sum with $\bar k$ is strictly smaller. Multiplication by $-C<0$ reverses the inequality, and the averaged energy is strictly higher.

## One mean wave number per fragment

A coarser simplification gives each fragment a single wave number. For fragments with at least one cell, let

$$N=\sum_i n_i,\quad M=\sum_j m_j,\quad \bar q=\frac1N\sum_i n_iq_i,\quad \bar p=\frac1M\sum_j m_jp_j.$$

The function $32/s^6$ is convex for $s>0$, so it lies above its tangent at any $t>0$:

$$\frac{32}{s^6}\ \ge\ \frac{32}{t^6}-\frac{192}{t^7}(s-t)=\frac{224}{t^6}-\frac{192}{t^7}s .$$

This can be seen directly. The left side minus the right side equals $32\,(t^7-7ts^6+6s^7)/(t^7s^6)$, and

$$t^7-7ts^6+6s^7=(t-s)^2\left(t^5+2t^4s+3t^3s^2+4t^2s^3+5ts^4+6s^5\right)\ge0.$$

Choose $t=\bar q+\bar p$, put $s=q_i+p_j$, multiply by $n_im_j$ and sum. The definition of the means gives $\sum_{i,j}n_im_j(q_i+p_j)=NMt$, so

$$\bar S\ \ge\ NM\left(\frac{224}{t^6}-\frac{192}{t^6}\right)=\frac{32NM}{t^6}=NM\,\bar k(\bar q,\bar p).$$

This is `global_le_c6_mean`. For identical fragments $\bar p=\bar q$ and $\bar k(\bar q,\bar q)=k(\bar q,\bar q)$, so the two inequalities combine to

$$N^2k(\bar q,\bar q)\le\bar S\le S.$$

The outer inequality is `single_q0_le`. Neither of these two theorems includes an equality condition.

## Zero and negative weights

Take one cell in each fragment, with $q=1$, $p=2$ and $m=1$. Then $k=1/20$ and $\bar k=32/729<1/20$. If $n=-1$ were allowed, as when a density difference is used as the weight, the averaged sum $-32/729$ would exceed the full sum $-1/20$, and the inequality would fail. With $n=0$ both sums vanish although $q\neq p$, so nonnegative weights are not enough for the equality condition.

## Definitions and theorems in Lean

```lean
import Mathlib

open Finset

namespace VdWDFAveragedKernel

noncomputable section

variable {ι κ : Type*} [Fintype ι] [Fintype κ]

/-- Magnitude of the long-range vdW-DF kernel, without its constant prefactor, for two
positive arguments `a` and `b`. -/
def kernel (a b : ℝ) : ℝ := 1 / (a ^ 2 * b ^ 2 * (a ^ 2 + b ^ 2))

/-- The averaged kernel: both arguments, taken positive, are replaced by their
arithmetic mean. -/
def meanKernel (a b : ℝ) : ℝ := kernel ((a + b) / 2) ((a + b) / 2)

/-- The C6 sum of two fragments for a pair kernel `K`: cells carry weights `n`, `m` and
local wave numbers `q`, `p`. -/
def c6 (K : ℝ → ℝ → ℝ) (n q : ι → ℝ) (m p : κ → ℝ) : ℝ :=
  ∑ i, ∑ j, n i * m j * K (q i) (p j)

/-- Long-range interaction energy of two fragments at separation `R > 0`, with kernel
arguments `q R` and `p R` and prefactor `C`. -/
def energy (C R : ℝ) (K : ℝ → ℝ → ℝ) (n q : ι → ℝ) (m p : κ → ℝ) : ℝ :=
  -C * c6 K n (fun i => q i * R) m (fun j => p j * R)

/-- The weighted mean wave number of a fragment whose total weight is nonzero. -/
def meanQ (n q : ι → ℝ) : ℝ := (∑ i, n i * q i) / ∑ i, n i

/-- The averaged kernel depends only on the sum of the two wave numbers, as its inverse
sixth power. -/
theorem meanKernel_eq (a b : ℝ) : meanKernel a b = 32 / (a + b) ^ 6 := by
  have h : ((a + b) / 2) ^ 2 * ((a + b) / 2) ^ 2 * (((a + b) / 2) ^ 2 + ((a + b) / 2) ^ 2)
      = (a + b) ^ 6 / 32 := by ring
  rw [meanKernel, kernel, h, one_div_div]

/-- The difference of the two kernel denominators, up to a constant factor, contains the
squared difference of the wave numbers. -/
theorem denominator_gap (a b : ℝ) :
    (a + b) ^ 6 - 32 * (a ^ 2 * b ^ 2 * (a ^ 2 + b ^ 2))
      = (a - b) ^ 2 * ((a ^ 2 - b ^ 2) ^ 2 + 8 * a * b * (a ^ 2 + b ^ 2)) := by
  ring

/-- For positive wave numbers, averaging never increases the kernel of a pair, and leaves it
unchanged exactly when the two wave numbers agree. -/
theorem meanKernel_le_kernel {a b : ℝ} (ha : 0 < a) (hb : 0 < b) :
    meanKernel a b ≤ kernel a b ∧ (meanKernel a b = kernel a b ↔ a = b) := by
  have hgap := denominator_gap a b
  have hF : 0 < (a ^ 2 - b ^ 2) ^ 2 + 8 * a * b * (a ^ 2 + b ^ 2) := by positivity
  have hs : 0 < (a + b) ^ 6 := by positivity
  have hd : 0 < a ^ 2 * b ^ 2 * (a ^ 2 + b ^ 2) := by positivity
  rw [meanKernel_eq, kernel]
  constructor
  · rw [div_le_div_iff₀ hs hd]
    have := mul_nonneg (sq_nonneg (a - b)) hF.le
    linarith
  · rw [div_eq_div_iff hs.ne' hd.ne']
    constructor
    · intro h
      -- equal denominators force the squared difference to vanish
      have h0 : (a - b) ^ 2 * ((a ^ 2 - b ^ 2) ^ 2 + 8 * a * b * (a ^ 2 + b ^ 2)) = 0 := by
        linarith
      have h1 := (mul_eq_zero.mp h0).resolve_right hF.ne'
      exact sub_eq_zero.mp (pow_eq_zero_iff two_ne_zero |>.mp h1)
    · rintro rfl
      ring

/-- For positive weights and wave numbers, averaging the wave numbers pair by pair never
increases the C6 sum of two fragments, and leaves it unchanged exactly when every wave number
of one fragment equals every wave number of the other. -/
theorem c6_mean_le (n q : ι → ℝ) (m p : κ → ℝ) (hn : ∀ i, 0 < n i) (hq : ∀ i, 0 < q i)
    (hm : ∀ j, 0 < m j) (hp : ∀ j, 0 < p j) :
    c6 meanKernel n q m p ≤ c6 kernel n q m p ∧
      (c6 meanKernel n q m p = c6 kernel n q m p ↔ ∀ i j, q i = p j) := by
  have hterm : ∀ i j, n i * m j * meanKernel (q i) (p j) ≤ n i * m j * kernel (q i) (p j) :=
    fun i j => mul_le_mul_of_nonneg_left (meanKernel_le_kernel (hq i) (hp j)).1
      (mul_pos (hn i) (hm j)).le
  have hrow : ∀ i ∈ (univ : Finset ι), ∑ j, n i * m j * meanKernel (q i) (p j)
      ≤ ∑ j, n i * m j * kernel (q i) (p j) :=
    fun i _ => sum_le_sum fun j _ => hterm i j
  refine ⟨sum_le_sum hrow, ?_, ?_⟩
  · intro h i j
    unfold c6 at h
    -- equality of the sums forces equality in each row, then in each pair
    have h1 := (sum_eq_sum_iff_of_le hrow).mp h i (mem_univ i)
    have h2 := (sum_eq_sum_iff_of_le (fun j _ => hterm i j)).mp h1 j (mem_univ j)
    exact (meanKernel_le_kernel (hq i) (hp j)).2.mp
      (mul_left_cancel₀ (mul_pos (hn i) (hm j)).ne' h2)
  · intro h
    unfold c6
    refine sum_congr rfl fun i _ => sum_congr rfl fun j _ => ?_
    rw [(meanKernel_le_kernel (hq i) (hp j)).2.mpr (h i j)]

/-- For two identical fragments with positive weights and wave numbers, pairwise averaging never
increases the C6 sum, and leaves it unchanged exactly when all wave numbers are equal. -/
theorem c6_mean_le_self (n q : ι → ℝ) (hn : ∀ i, 0 < n i) (hq : ∀ i, 0 < q i) :
    c6 meanKernel n q n q ≤ c6 kernel n q n q ∧
      (c6 meanKernel n q n q = c6 kernel n q n q ↔ ∀ i j, q i = q j) :=
  c6_mean_le n q n q hn hq hn hq

/-- Underbinding: for positive prefactor, separation, weights and wave numbers, the averaged
kernel gives a strictly higher energy as soon as one pair of cells has different wave numbers. -/
theorem energy_lt_mean {C R : ℝ} (hC : 0 < C) (hR : 0 < R) (n q : ι → ℝ) (m p : κ → ℝ)
    (hn : ∀ i, 0 < n i) (hq : ∀ i, 0 < q i) (hm : ∀ j, 0 < m j) (hp : ∀ j, 0 < p j)
    {i : ι} {j : κ} (hne : q i ≠ p j) :
    energy C R kernel n q m p < energy C R meanKernel n q m p := by
  obtain ⟨hle, hiff⟩ := c6_mean_le n (fun i => q i * R) m (fun j => p j * R) hn
    (fun i => mul_pos (hq i) hR) hm (fun j => mul_pos (hp j) hR)
  have hlt := lt_of_le_of_ne hle
    (fun e => hne (mul_right_cancel₀ hR.ne' (hiff.mp e i j)))
  unfold energy
  nlinarith [mul_pos hC (sub_pos.mpr hlt)]

/-- The averaged kernel lies above its tangent line, taken at any positive value `t` of the sum
of the two positive wave numbers. -/
theorem tangent_le_meanKernel {a b t : ℝ} (ha : 0 < a) (hb : 0 < b) (ht : 0 < t) :
    224 / t ^ 6 - 192 / t ^ 7 * (a + b) ≤ meanKernel a b := by
  have hs : 0 < a + b := add_pos ha hb
  rw [meanKernel_eq]
  generalize a + b = s at hs ⊢
  have e : 224 / t ^ 6 - 192 / t ^ 7 * s = 32 * (7 * t - 6 * s) / t ^ 7 := by
    field_simp
    ring
  rw [e, div_le_div_iff₀ (by positivity) (by positivity)]
  have h : 0 ≤ (t - s) ^ 2 * (t ^ 5 + 2 * t ^ 4 * s + 3 * t ^ 3 * s ^ 2
      + 4 * t ^ 2 * s ^ 3 + 5 * t * s ^ 4 + 6 * s ^ 5) := by positivity
  linarith

/-- For positive weights and wave numbers, replacing the wave numbers of each fragment by their
weighted mean never increases the pairwise averaged C6 sum. -/
theorem global_le_c6_mean (n q : ι → ℝ) (m p : κ → ℝ) (hn : ∀ i, 0 < n i)
    (hq : ∀ i, 0 < q i) (hm : ∀ j, 0 < m j) (hp : ∀ j, 0 < p j) :
    (∑ i, n i) * (∑ j, m j) * meanKernel (meanQ n q) (meanQ m p)
      ≤ c6 meanKernel n q m p := by
  rcases isEmpty_or_nonempty ι with hι | hι
  · simp [c6]
  rcases isEmpty_or_nonempty κ with hκ | hκ
  · simp [c6]
  have hN : 0 < ∑ i, n i := sum_pos (fun i _ => hn i) univ_nonempty
  have hM : 0 < ∑ j, m j := sum_pos (fun j _ => hm j) univ_nonempty
  have hQ : 0 < meanQ n q :=
    div_pos (sum_pos (fun i _ => mul_pos (hn i) (hq i)) univ_nonempty) hN
  have hP : 0 < meanQ m p :=
    div_pos (sum_pos (fun j _ => mul_pos (hm j) (hp j)) univ_nonempty) hM
  have eQ : ∑ i, n i * q i = meanQ n q * ∑ i, n i := (div_mul_cancel₀ _ hN.ne').symm
  have eP : ∑ j, m j * p j = meanQ m p * ∑ j, m j := (div_mul_cancel₀ _ hM.ne').symm
  -- the weighted sum of a linear function of the wave numbers
  have lin : ∀ α β : ℝ, ∑ i, ∑ j, n i * m j * (α - β * (q i + p j))
      = α * ((∑ i, n i) * ∑ j, m j)
        - β * ((∑ i, n i * q i) * (∑ j, m j) + (∑ i, n i) * ∑ j, m j * p j) := by
    intro α β
    rw [sum_mul_sum, sum_mul_sum, sum_mul_sum]
    simp only [mul_sum, ← sum_add_distrib, ← sum_sub_distrib]
    exact sum_congr rfl fun i _ => sum_congr rfl fun j _ => by ring
  have scalar : ∀ N M Q P : ℝ, 0 < Q + P → N * M * (32 / (Q + P) ^ 6)
      = 224 / (Q + P) ^ 6 * (N * M)
        - 192 / (Q + P) ^ 7 * (Q * N * M + N * (P * M)) := by
    intro N M Q P h
    have h' := h.ne'
    field_simp
    ring
  -- the tangent at the mean values has the right weighted sum
  rw [meanKernel_eq, scalar _ _ _ _ (add_pos hQ hP), ← eQ, ← eP, ← lin]
  exact sum_le_sum fun i _ => sum_le_sum fun j _ => mul_le_mul_of_nonneg_left
    (tangent_le_meanKernel (hq i) (hp j) (add_pos hQ hP)) (mul_pos (hn i) (hm j)).le

/-- For two identical fragments with positive weights and wave numbers, the squared total weight
times the kernel at the weighted mean wave number is at most the full C6 sum. -/
theorem single_q0_le (n q : ι → ℝ) (hn : ∀ i, 0 < n i) (hq : ∀ i, 0 < q i) :
    (∑ i, n i) ^ 2 * kernel (meanQ n q) (meanQ n q) ≤ c6 kernel n q n q := by
  have h := (global_le_c6_mean n q n q hn hq hn hq).trans (c6_mean_le_self n q hn hq).1
  have hmid : (meanQ n q + meanQ n q) / 2 = meanQ n q := by ring
  rw [meanKernel, hmid] at h
  rw [sq]
  exact h

end

end VdWDFAveragedKernel
```

```lean
#print axioms VdWDFAveragedKernel.meanKernel_le_kernel
#print axioms VdWDFAveragedKernel.energy_lt_mean
#print axioms VdWDFAveragedKernel.single_q0_le
```

```
'VdWDFAveragedKernel.meanKernel_le_kernel' depends on axioms: [propext, Classical.choice, Quot.sound]
'VdWDFAveragedKernel.energy_lt_mean' depends on axioms: [propext, Classical.choice, Quot.sound]
'VdWDFAveragedKernel.single_q0_le' depends on axioms: [propext, Classical.choice, Quot.sound]
```

## Factorisations, sums and tangents in the proof

**The pair inequality.** `meanKernel_eq` computes $32/(a+b)^6$, and `denominator_gap` is the factorisation found above with $u$ and $v$; `ring` confirms it by expansion. In `meanKernel_le_kernel`, `positivity` shows that $F$ and both denominators are positive. The lemma `div_le_div_iff₀` then clears the fractions, which leaves the statement that $(a-b)^2F$ is nonnegative. For the equality condition, equal kernels give $(a-b)^2F=0$. The factor $F$ is nonzero, so the square vanishes and $a=b$.

**The double sum.** In `c6_mean_le`, `hterm` is the pair inequality multiplied by $n_im_j$, and `hrow` sums it over $j$ for fixed $i$. A further summation gives $\bar S\le S$. The equality condition uses `sum_eq_sum_iff_of_le`: if one sum is bounded by another term by term and the totals agree, then all terms agree. It is applied first to the rows and then to the pairs within a row. Cancelling the positive weight $n_im_j$ leaves equality of the two kernels, hence $q_i=p_j$.

**The energy.** `energy_lt_mean` applies this theorem to the wave numbers multiplied by $R$. Equality of the two sums would give $q_iR=p_jR$, and cancelling $R$ would contradict `hne`. The inequality is therefore strict, and the final `nlinarith` step multiplies it by $C$.

**The tangent.** `tangent_le_meanKernel` replaces $a+b$ by a single variable $s$, writes the tangent as one fraction and clears denominators. What remains is the factorisation with $(t-s)^2$, whose nonnegativity is the step `h`.

**The fragment means.** `global_le_c6_mean` first treats a fragment without cells. Its mean is $0/0$, which Lean sets to zero, and both sides of the inequality vanish in any case. Otherwise the totals and means are positive, and `eQ` and `eP` express $\sum_i n_iq_i=\bar qN$ and $\sum_j m_jp_j=\bar pM$. The step `lin` evaluates the weighted double sum of a linear function of $q_i+p_j$. The step `scalar` is the arithmetic $224-192=32$, written so that the left side of the theorem takes the form produced by `lin`. After these rewrites, both sides are double sums over the same pairs, and the tangent inequality compares them term by term.

**The single wave number.** `single_q0_le` chains this bound with `c6_mean_le_self`. The step `hmid` notes that the mean of $\bar q$ with itself is $\bar q$, which turns the averaged kernel into `kernel` at that one value.
